# For a geminal diagonal in fixed real orbitals, occupations fix the moduli of the amplitudes and relative phases enter the interaction energy

Q: Suppose I know the two natural orbitals of a two-electron singlet, both real, and their occupations per spin $n_0,n_1$, but not its wavefunction. I write the interaction energy with a cross term $+2\sqrt{n_0n_1}\,K_{01}$, where $K_{01}$ is the exchange integral between the orbitals. If $K_{01}>0$ and the true state has the opposite relative sign, my energy is too high by $4\sqrt{n_0n_1}\,K_{01}$. The one-particle reduced density matrix (1-RDM) gave me no warning. Does your formal statement capture that failure, or only some algebra near it?

A: It captures it for a finite grid and a wavefunction already written in the diagonal form
$$\psi(x,y)=\sum_i c_i f_i(x)f_i(y),$$
with orthonormal orbitals $f_i$ and complex amplitudes $c_i$. A two-electron function is called a geminal, which is the name used in the code. This is the spatial part of a singlet: it is symmetric in $x$ and $y$, and the antisymmetric spin factor is left implicit. In the code, `X` is the set of grid points and `ι` labels the orbitals; both are finite.

In Lean 4 with Mathlib:

```lean
import Mathlib

open ComplexConjugate

namespace TwoElectronDensityMatrixFunctional

noncomputable section

variable {X ι : Type*} [Fintype X] [Fintype ι]
```

Q: What does orthonormal mean on a grid? I see no volume element.

A: It means $\sum_x f_i(x)^*f_j(x)=\delta_{ij}$. On a uniform grid, the square root of the cell volume is absorbed into each orbital.

```lean
/-- Orthonormality of a family of orbitals on the grid. -/
def IsOrthonormal [DecidableEq ι] (f : ι → X → ℂ) : Prop :=
  ∀ i j, ∑ x, conj (f i x) * f j x = if i = j then 1 else 0
```

The wavefunction is then a function of two grid points. Nothing forces $\sum_i|c_i|^2=1$, so you impose that yourself when you want a normalised state.

```lean
/-- The two-electron spatial wavefunction `∑ i, c i * f i x * f i y`. -/
def geminal (c : ι → ℂ) (f : ι → X → ℂ) (x y : X) : ℂ :=
  ∑ i, c i * f i x * f i y
```

Q: And which normalisation does the 1-RDM have? Half the confusion in this subject comes from factors of two.

A: It is the density matrix per spin,
$$\gamma(x,x')=\sum_y\psi(x,y)\,\psi(x',y)^*.$$
For normalised $\psi$ its trace is 1, and the spin-summed occupations are twice those used here.

```lean
/-- The one-particle reduced density matrix, per spin: the second electron is traced out. -/
def rdm (ψ : X → X → ℂ) (x x' : X) : ℂ :=
  ∑ y, ψ x y * conj (ψ x' y)
```

The target of the comparison is a kernel with prescribed real weights $n_i$, namely $\sum_i n_i f_i(x)f_i(x')^*$.

```lean
/-- The density matrix built from orbitals `f` with weights `n`. -/
def densityKernel (n : ι → ℝ) (f : ι → X → ℂ) (x x' : X) : ℂ :=
  ∑ i, (n i : ℂ) * f i x * conj (f i x')
```

Q: The interaction is an operator in my notes. What is it here?

A: A real function $w(x,y)$ that multiplies the wavefunction, so $\langle\psi,w\psi\rangle=\sum_{x,y}w(x,y)|\psi(x,y)|^2$. It needs a finite value at $x=y$, so a bare Coulomb repulsion must be regularised there. Neither symmetry nor positivity of $w$ is assumed. Kinetic energy and external potential are absent.

```lean
/-- The expectation value of a multiplicative pair interaction `w`. -/
def interactionEnergy (w : X → X → ℝ) (ψ : X → X → ℂ) : ℝ :=
  ∑ x, ∑ y, w x y * ‖ψ x y‖ ^ 2
```

For real orbitals the exchange integral is
$$K_{ij}=\sum_{x,y}f_i(x)f_j(x)\,w(x,y)\,f_i(y)f_j(y).$$
For a normalised orbital, the diagonal element $K_{ii}$ is the interaction energy of two electrons that both occupy it.

```lean
/-- The exchange integral of two real orbitals. -/
def exchangeIntegral (w : X → X → ℝ) (f : ι → X → ℝ) (i j : ι) : ℝ :=
  ∑ x, ∑ y, f i x * f j x * w x y * (f i y * f j y)
```

The wavefunction takes complex orbitals, so real ones are embedded by `complexOrbitals`. The amplitudes remain complex.

```lean
/-- Real orbitals regarded as complex ones. -/
def complexOrbitals (f : ι → X → ℝ) (i : ι) (x : X) : ℂ := (f i x : ℂ)
```

Q: Now show me that the $f_i$ really are natural orbitals.

A: Insert the expansion into $\gamma$ and collect the factors that depend on $y$:
$$\gamma(x,x')=\sum_{i,j}c_i c_j^*\,f_i(x)f_j(x')^*\sum_y f_j(y)^*f_i(y).$$
The last sum is $\delta_{ji}$, so
$$\gamma(x,x')=\sum_i|c_i|^2f_i(x)f_i(x')^*.$$
The exchange of summation order is isolated in a small lemma that moves a grid sum inside two orbital sums.

```lean
private theorem sum_rotate {Y : Type*} [Fintype Y] (F : Y → ι → ι → ℂ) :
    ∑ y, ∑ i, ∑ j, F y i j = ∑ i, ∑ j, ∑ y, F y i j := by
  rw [Finset.sum_comm]
  exact Finset.sum_congr rfl fun i _ => Finset.sum_comm
```

The `calc` block below follows the same route. Its first step expands the product, its second replaces the overlap by a Kronecker delta using `hf j i`, and its third collapses the double sum and recognises $c_ic_i^*=|c_i|^2$.

```lean
/-- The 1-RDM of the geminal is diagonal in the orbitals `f i`, with weights `‖c i‖ ^ 2`. -/
theorem rdm_geminal [DecidableEq ι] (c : ι → ℂ) (f : ι → X → ℂ) (hf : IsOrthonormal f) :
    rdm (geminal c f) = densityKernel (fun i => ‖c i‖ ^ 2) f := by
  funext x x'
  calc rdm (geminal c f) x x'
      = ∑ y, ∑ i, ∑ j, (c i * f i x * conj (c j * f j x')) * (conj (f j y) * f i y) := by
        simp only [rdm, geminal]
        refine Finset.sum_congr rfl fun y _ => ?_
        rw [map_sum, Finset.sum_mul_sum]
        refine Finset.sum_congr rfl fun i _ => Finset.sum_congr rfl fun j _ => ?_
        simp only [map_mul]
        ring
    _ = ∑ i, ∑ j, (c i * f i x * conj (c j * f j x')) * (if j = i then 1 else 0) := by
        -- tracing out the second electron leaves the orbital overlaps
        rw [sum_rotate]
        refine Finset.sum_congr rfl fun i _ => Finset.sum_congr rfl fun j _ => ?_
        rw [← Finset.mul_sum, hf j i]
    _ = densityKernel (fun i => ‖c i‖ ^ 2) f x x' := by
        simp only [densityKernel]
        refine Finset.sum_congr rfl fun i _ => ?_
        simp only [mul_ite, mul_one, mul_zero, Finset.sum_ite_eq', Finset.mem_univ, if_true]
        rw [Complex.ofReal_pow, ← Complex.mul_conj', map_mul]
        ring
```

Q: A diagonal form is suggestive, but a natural orbital is an eigenvector.

A: Apply the kernel with weights $n_i$ to $f_j$:
$$\sum_{x'}\sum_i n_i f_i(x)f_i(x')^*f_j(x')=\sum_i n_i f_i(x)\,\delta_{ij}=n_jf_j(x).$$
The lemma does this for arbitrary real weights, with the overlap evaluated in `h`.

```lean
/-- Each orbital is an eigenvector of the density matrix, with its weight as eigenvalue. -/
theorem densityKernel_apply [DecidableEq ι] (n : ι → ℝ) (f : ι → X → ℂ)
    (hf : IsOrthonormal f) (j : ι) (x : X) :
    ∑ x', densityKernel n f x x' * f j x' = (n j : ℂ) * f j x := by
  simp only [densityKernel, Finset.sum_mul]
  rw [Finset.sum_comm]
  have h : ∀ i, ∑ x', (n i : ℂ) * f i x * conj (f i x') * f j x'
      = (n i : ℂ) * f i x * (if i = j then 1 else 0) := by
    intro i
    rw [← hf i j, Finset.mul_sum]
    exact Finset.sum_congr rfl fun x' _ => by ring
  simp only [h, mul_ite, mul_one, mul_zero, Finset.sum_ite_eq', Finset.mem_univ, if_true]
```

Setting $n_j=|c_j|^2$ gives the eigenvalue equation for the 1-RDM of $\psi$. The proof is one rewrite by the diagonal form followed by the lemma above.

```lean
/-- The orbitals `f j` are natural orbitals of the geminal, with occupations `‖c j‖ ^ 2`. -/
theorem natural_orbital [DecidableEq ι] (c : ι → ℂ) (f : ι → X → ℂ)
    (hf : IsOrthonormal f) (j : ι) (x : X) :
    ∑ x', rdm (geminal c f) x x' * f j x' = ((‖c j‖ ^ 2 : ℝ) : ℂ) * f j x := by
  rw [rdm_geminal c f hf]
  exact densityKernel_apply _ f hf j x
```

Q: My complaint was about lost phases. Where does the statement say that the 1-RDM doesn't know them?

A: In an equivalence. With the orbitals fixed, $\psi$ has the 1-RDM $\sum_i n_if_i(x)f_i(x')^*$ exactly when $|c_i|^2=n_i$ for every $i$. No condition on the phases appears.

One direction is substitution. For the other, apply both kernels to $f_j$, which gives $|c_j|^2f_j(x)=n_jf_j(x)$ at every $x$. Multiply by $f_j(x)^*$ and sum; since $\sum_x|f_j(x)|^2=1$, the weights agree. In the code, `hx` is the pointwise equation, `hn` the normalisation and `hc` the projected result.

```lean
/-- For fixed natural orbitals, a geminal has the prescribed 1-RDM exactly when the squared
moduli of its amplitudes are the prescribed occupations. -/
theorem rdm_eq_iff [DecidableEq ι] (c : ι → ℂ) (n : ι → ℝ) (f : ι → X → ℂ)
    (hf : IsOrthonormal f) :
    rdm (geminal c f) = densityKernel n f ↔ ∀ i, ‖c i‖ ^ 2 = n i := by
  constructor
  · intro h j
    have hx : ∀ x, ((‖c j‖ ^ 2 : ℝ) : ℂ) * f j x = (n j : ℂ) * f j x := by
      intro x
      rw [← natural_orbital c f hf j x, h, densityKernel_apply n f hf j x]
    -- project the eigenvalue equation on the orbital itself
    have hn : ∑ x, conj (f j x) * f j x = 1 := by simpa using hf j j
    have hc : ((‖c j‖ ^ 2 : ℝ) : ℂ) = (n j : ℂ) := by
      rw [← mul_one ((‖c j‖ ^ 2 : ℝ) : ℂ), ← mul_one (n j : ℂ), ← hn,
        Finset.mul_sum, Finset.mul_sum]
      exact Finset.sum_congr rfl fun x _ => by linear_combination conj (f j x) * hx x
    exact Complex.ofReal_injective hc
  · intro h
    rw [rdm_geminal c f hf, funext h]
```

Q: Then the phases had better show up in the energy.

A: They do. For real orbitals,
$$|\psi(x,y)|^2=\sum_{i,j}c_i^*c_j\,f_i(x)f_i(y)f_j(x)f_j(y).$$
Multiply by $w(x,y)$, sum over the grid, and take the amplitudes outside:
$$\langle\psi,w\psi\rangle=\sum_{i,j}c_i^*c_jK_{ij}.$$
Orthonormality is not used here, and accordingly the theorem doesn't assume it. The intermediate claim `h` is the expansion under the grid sums; two uses of `sum_rotate` then carry those sums inward.

```lean
/-- For real orbitals the interaction energy of the geminal is the sum of exchange integrals
weighted by `conj (c i) * c j`. -/
theorem interactionEnergy_geminal (w : X → X → ℝ) (c : ι → ℂ) (f : ι → X → ℝ) :
    (interactionEnergy w (geminal c (complexOrbitals f)) : ℂ)
      = ∑ i, ∑ j, conj (c i) * c j * (exchangeIntegral w f i j : ℂ) := by
  have h : (interactionEnergy w (geminal c (complexOrbitals f)) : ℂ)
      = ∑ x, ∑ y, ∑ i, ∑ j,
        conj (c i) * c j * ((f i x * f j x * w x y * (f i y * f j y) : ℝ) : ℂ) := by
    simp only [interactionEnergy, Complex.ofReal_sum]
    refine Finset.sum_congr rfl fun x _ => Finset.sum_congr rfl fun y _ => ?_
    rw [Complex.ofReal_mul, Complex.ofReal_pow, ← Complex.conj_mul']
    simp only [geminal]
    rw [map_sum, Finset.sum_mul_sum, Finset.mul_sum]
    refine Finset.sum_congr rfl fun i _ => ?_
    rw [Finset.mul_sum]
    refine Finset.sum_congr rfl fun j _ => ?_
    simp only [complexOrbitals, map_mul, Complex.conj_ofReal, Complex.ofReal_mul]
    ring
  -- carry the grid sums inside the orbital sums
  rw [h, Finset.sum_congr rfl fun x _ => sum_rotate _, sum_rotate]
  refine Finset.sum_congr rfl fun i _ => Finset.sum_congr rfl fun j _ => ?_
  simp only [exchangeIntegral, Complex.ofReal_sum, Finset.mul_sum]
```

Q: The left side is real and the right side looks complex.

A: The theorem equates them as complex numbers, so the imaginary part of the right side vanishes. Taking real parts turns $c_i^*c_j$ into $\operatorname{Re}c_i\operatorname{Re}c_j+\operatorname{Im}c_i\operatorname{Im}c_j$.

```lean
private theorem energy_re (w : X → X → ℝ) (c : ι → ℂ) (f : ι → X → ℝ) :
    interactionEnergy w (geminal c (complexOrbitals f))
      = ∑ i, ∑ j, ((c i).re * (c j).re + (c i).im * (c j).im) * exchangeIntegral w f i j := by
  have h := congrArg Complex.re (interactionEnergy_geminal w c f)
  rw [Complex.ofReal_re] at h
  rw [h, Complex.re_sum]
  refine Finset.sum_congr rfl fun i _ => ?_
  rw [Complex.re_sum]
  exact Finset.sum_congr rfl fun j _ => by simp
```

Now write $c_i=|c_i|e^{i\theta_i}$, where the $i$ in the exponent's prefactor is the imaginary unit. The real part becomes $|c_i||c_j|\cos(\theta_i-\theta_j)$, hence
$$\langle\psi,w\psi\rangle=\sum_{i,j}|c_i||c_j|\cos(\theta_i-\theta_j)K_{ij}.$$
The proof writes real and imaginary parts as modulus times cosine or sine of `arg`, then uses the cosine subtraction formula. The phase assigned to a zero amplitude is irrelevant, because its modulus multiplies the term.

```lean
/-- The interaction energy in terms of the moduli of the amplitudes and the cosines of their
phase differences. -/
theorem interactionEnergy_phases (w : X → X → ℝ) (c : ι → ℂ) (f : ι → X → ℝ) :
    interactionEnergy w (geminal c (complexOrbitals f))
      = ∑ i, ∑ j, ‖c i‖ * ‖c j‖ * Real.cos ((c i).arg - (c j).arg)
          * exchangeIntegral w f i j := by
  rw [energy_re]
  refine Finset.sum_congr rfl fun i _ => Finset.sum_congr rfl fun j _ => ?_
  have h1 := Complex.norm_mul_cos_arg (c i)
  have h2 := Complex.norm_mul_cos_arg (c j)
  have h3 := Complex.norm_mul_sin_arg (c i)
  have h4 := Complex.norm_mul_sin_arg (c j)
  rw [Real.cos_sub, ← h1, ← h2, ← h3, ← h4]
  ring
```

Q: So with two orbitals, what should I have written instead of my plus sign?

A: If you want the lowest interaction energy that a diagonal wavefunction with these orbitals and occupations can have, write
$$E_{\min}=n_0K_{00}+n_1K_{11}-2\sqrt{n_0n_1}\,|K_{01}|.$$
To see this, note that $K_{10}=K_{01}$ by reordering the factors in its definition. Every allowed pair of amplitudes has moduli $\sqrt{n_0},\sqrt{n_1}$, so its energy is
$$n_0K_{00}+n_1K_{11}+2\sqrt{n_0n_1}\cos(\theta_0-\theta_1)K_{01}.$$
A cosine has modulus at most 1, so $\cos(\theta_0-\theta_1)K_{01}\ge-|K_{01}|$, which gives the lower bound. It is reached by $c_0=\sqrt{n_0}$ and $c_1=s\sqrt{n_1}$, with $s=-1$ for $K_{01}>0$ and $s=1$ for $K_{01}<0$. If $K_{01}=0$, either sign works.

Q: Does the theorem prove that the value is reached, or just that nothing lies below it?

A: Both: that is the content of `IsLeast`. The set contains the energies of all complex amplitude pairs with the prescribed 1-RDM. The first half of the proof supplies the amplitudes above and checks their density matrix and energy. The second takes any competitor, extracts its moduli through `rdm_eq_iff`, and bounds the cosine term in `hb`; `hm` multiplies that bound by the two moduli.

```lean
/-- With two real natural orbitals and given occupations, this is the least interaction energy among
all geminals diagonal in these orbitals that have the prescribed 1-RDM. -/
theorem two_orbital_functional (w : X → X → ℝ) (f : Fin 2 → X → ℝ)
    (hf : IsOrthonormal (complexOrbitals f)) (n : Fin 2 → ℝ) (hn : ∀ i, 0 ≤ n i) :
    IsLeast {E : ℝ | ∃ c : Fin 2 → ℂ,
        rdm (geminal c (complexOrbitals f)) = densityKernel n (complexOrbitals f) ∧
        interactionEnergy w (geminal c (complexOrbitals f)) = E}
      (n 0 * exchangeIntegral w f 0 0 + n 1 * exchangeIntegral w f 1 1
        - 2 * (√(n 0) * √(n 1)) * |exchangeIntegral w f 0 1|) := by
  have hsymm : exchangeIntegral w f 1 0 = exchangeIntegral w f 0 1 := by
    simp only [exchangeIntegral]
    exact Finset.sum_congr rfl fun x _ => Finset.sum_congr rfl fun y _ => by ring
  constructor
  · -- the relative sign is chosen opposite to that of the exchange integral
    obtain ⟨s, hs, hK⟩ : ∃ s : ℝ, s * s = 1 ∧
        s * exchangeIntegral w f 0 1 = -|exchangeIntegral w f 0 1| := by
      rcases le_total 0 (exchangeIntegral w f 0 1) with h | h
      · exact ⟨-1, by norm_num, by rw [abs_of_nonneg h]; ring⟩
      · exact ⟨1, by norm_num, by rw [abs_of_nonpos h]; ring⟩
    have ha := Real.mul_self_sqrt (hn 0)
    have hb := Real.mul_self_sqrt (hn 1)
    refine ⟨![((√(n 0) : ℝ) : ℂ), ((s * √(n 1) : ℝ) : ℂ)], ?_, ?_⟩
    · rw [rdm_eq_iff _ _ _ hf, Fin.forall_fin_two]
      simp only [Matrix.cons_val_zero, Matrix.cons_val_one, Complex.norm_real,
        Real.norm_eq_abs, sq_abs]
      exact ⟨by linear_combination ha, by linear_combination √(n 1) * √(n 1) * hs + hb⟩
    · rw [energy_re]
      simp only [Fin.sum_univ_two, Matrix.cons_val_zero, Matrix.cons_val_one,
        Complex.ofReal_re, Complex.ofReal_im, hsymm]
      linear_combination exchangeIntegral w f 0 0 * ha
        + exchangeIntegral w f 1 1 * (√(n 1) * √(n 1)) * hs
        + exchangeIntegral w f 1 1 * hb + 2 * √(n 0) * √(n 1) * hK
  · rintro E ⟨c, hc, rfl⟩
    rw [rdm_eq_iff _ _ _ hf] at hc
    rw [interactionEnergy_phases, ← hc 0, ← hc 1, Real.sqrt_sq (norm_nonneg _),
      Real.sqrt_sq (norm_nonneg _)]
    simp only [Fin.sum_univ_two, hsymm, sub_self, Real.cos_zero]
    have hcos : Real.cos ((c 1).arg - (c 0).arg) = Real.cos ((c 0).arg - (c 1).arg) := by
      rw [← Real.cos_neg, neg_sub]
    rw [hcos]
    -- a cosine can lower the exchange term by at most its modulus
    have hb : -|exchangeIntegral w f 0 1|
        ≤ Real.cos ((c 0).arg - (c 1).arg) * exchangeIntegral w f 0 1 := by
      refine le_trans (neg_le_neg ?_) (neg_abs_le _)
      rw [abs_mul]
      exact mul_le_of_le_one_left (abs_nonneg _) (Real.abs_cos_le_one _)
    have hm := mul_le_mul_of_nonneg_left hb
      (mul_nonneg (norm_nonneg (c 0)) (norm_nonneg (c 1)))
    linarith

end

end TwoElectronDensityMatrixFunctional
```

```lean
#print axioms TwoElectronDensityMatrixFunctional.interactionEnergy_phases
-- 'TwoElectronDensityMatrixFunctional.interactionEnergy_phases' depends on axioms: [propext, Classical.choice, Quot.sound]
#print axioms TwoElectronDensityMatrixFunctional.two_orbital_functional
-- 'TwoElectronDensityMatrixFunctional.two_orbital_functional' depends on axioms: [propext, Classical.choice, Quot.sound]
```

Q: Is this the minimum over every two-electron wavefunction with that 1-RDM?

A: That is more than the theorem says. It minimises over wavefunctions diagonal in the two given real orbitals. When $n_0=n_1>0$, the 1-RDM does not single out those orbitals, and a symmetric wavefunction with off-diagonal terms can share it. For instance, $\sqrt{n_0}\,[f_0(x)f_1(y)+f_1(x)f_0(y)]$ has the same 1-RDM, but is not among the competitors.

Q: And the occupations themselves?

A: They are assumed nonnegative, as squared moduli must be. For a normalised pair you add $n_0+n_1=1$; the formula holds without it. An occupation may also be zero, in which case the cross term disappears.

Q: Then what can I take from this for density-matrix functional theory?

A: For a two-electron singlet with fixed real natural orbitals on a finite grid, the occupations leave the relative phases of a diagonal wavefunction open, and the interaction energy depends on those phases whenever some product $n_in_jK_{ij}$ with $i\neq j$ is nonzero. With two orbitals, minimisation over diagonal wavefunctions then picks the relative sign opposite to that of $K_{01}$. With three or more, the cosine formula still holds, but the pairwise phase differences are linked, so the signs that would lower each pair term separately may be incompatible.
